# A single-site flip changes a binary cluster-expansion energy by minus twice the cluster terms containing the site

A Monte Carlo run on a binary alloy holds a lattice of A and B atoms and proposes small changes to it: one atom turns from A into B, or an A and a B atom trade places. Each proposal is accepted or rejected according to the energy difference it would cause. The lattice may have a million sites, while the proposal touches one or two, so the code should get the difference from the interactions around those sites, without summing the total energy again.

Label the species on site $j$ by $s_j=+1$ or $s_j=-1$. A cluster $c$ is a finite set of sites, $C$ is the finite collection of clusters kept in the model, and $J_c$ is the real coupling of cluster $c$. With the cluster product $P_c(s)=\prod_{j\in c}s_j$, the energy is

$$E(s)=\sum_{c\in C}J_c\,P_c(s).$$

The local energy of site $i$ collects every term whose cluster contains $i$, and the shared energy of sites $i$ and $j$ collects every term whose cluster contains both:

$$e_i(s)=\sum_{c\in C,\;i\in c}J_c\,P_c(s),\qquad e_{ij}(s)=\sum_{c\in C,\;i,j\in c}J_c\,P_c(s).$$

Write $s^{(i)}$ for the configuration with the sign of $s_i$ reversed, and $|c|$ for the number of sites in $c$. The two central identities are

$$E(s^{(i)})-E(s)=-2\,e_i(s),\qquad \sum_i e_i(s)=\sum_{c\in C}|c|\,J_c\,P_c(s).$$

The second one is stated here for a finite set of sites. Two further identities serve codes that store local energies or conserve composition. After a flip at $i$, the local energy at $j$ becomes

$$e_j(s^{(i)})=e_j(s)-2\,e_{ij}(s),$$

and if $s_j=-s_i$, exchanging the atoms on $i$ and $j$ changes the energy by

$$\Delta E_{\text{exchange}}=-2\,(e_i+e_j)+4\,e_{ij},$$

with all quantities on the right taken before the exchange.

## Flip moves, stored local energies and composition-conserving exchanges

For a binary alloy on a fixed lattice with a finite cluster expansion in the variables $\pm1$, these identities supply the energy difference that enters a Metropolis acceptance test. In a flip move the code loops over the clusters containing site $i$, adds up their terms and multiplies by $-2$. With short-ranged clusters the cost of this loop does not grow with the size of the lattice. A chemical-potential difference between the species can be included as a coupling on single-site clusters, and the same formula then applies to the combined energy.

The normalisation of the local energy matters here. Some codes define a site energy by dividing each cluster term equally among its sites, so that the site energies add up to the total of all nonempty clusters. That quantity is convenient for reporting energy per atom, but $-2$ times it is in general not the flip energy once clusters of two or more sites contribute. The $e_i$ used here carries each term in full. Its sum over sites therefore counts a pair term twice and a triplet term three times. If every cluster has the same number $k$ of sites, the sum is $kE$, which gives a quick consistency check between an array of local energies and a separately computed total.

A code that keeps all $e_j$ in memory reads the flip energy directly and does its work only when a move is accepted. The update then subtracts $2e_{ij}$ at every site $j$ that shares a cluster with $i$. The flipped site itself is included: since $e_{ii}=e_i$, its local energy simply changes sign. The shared energies must be evaluated in the old configuration, or their signs will be wrong.

In an exchange move, adding the two separate flip energies is correct only if the shared energy vanishes. A single pair shows the size of the error. Let the only cluster be $\{i,j\}$ with coupling $J$, and let $s_i=1$, $s_j=-1$. The energy is $-J$ before and after the exchange. Here $e_i=e_j=e_{ij}=-J$, so the two flip energies add up to $4J$, and the correction $4e_{ij}=-4J$ restores the right answer, zero.

The sign of the local energies also tells when a quench that accepts only energy-lowering single flips has come to rest. No flip lowers the energy exactly when $e_i\le 0$ on every site. Such a configuration need not be a ground state, because a move of several atoms at once may still lower the energy.

## From one cluster product to the exchange energy

**The product of one cluster.** If $i\in c$, separate the factor belonging to $i$:

$$P_c(s^{(i)})=(-s_i)\prod_{j\in c,\;j\ne i}s_j=-P_c(s).$$

If $i\notin c$, no factor changes and $P_c(s^{(i)})=P_c(s)$.

**The flip energy.** Subtract the two energies term by term. Clusters without $i$ cancel, and each cluster with $i$ contributes its negative minus itself:

$$E(s^{(i)})-E(s)=\sum_{c\in C}J_c\left[P_c(s^{(i)})-P_c(s)\right]=\sum_{c\in C,\;i\in c}J_c\left[-2P_c(s)\right]=-2e_i(s).$$

The difference is nonnegative exactly when $e_i(s)\le 0$. Requiring this for every $i$ gives the criterion for stability against single flips.

**The sum of local energies.** Let $[i\in c]$ be $1$ if $i$ belongs to $c$ and $0$ otherwise. Both sums are finite and can be interchanged:

$$\sum_i e_i(s)=\sum_i\sum_{c\in C}[i\in c]\,J_cP_c(s)=\sum_{c\in C}J_cP_c(s)\sum_i[i\in c]=\sum_{c\in C}|c|\,J_cP_c(s).$$

If $|c|=k$ for all $c\in C$, the factor $k$ comes out of the sum and leaves $kE(s)$.

**The update after a flip.** The local energy at $j$ runs over clusters containing $j$. Among these, the terms whose cluster also contains $i$ change sign, and the others stay as they are. Reversing the sign of a set of terms subtracts twice their sum, so

$$e_j(s^{(i)})=e_j(s)-2e_{ij}(s).$$

**The exchange.** Suppose $s_j=-s_i$. After the exchange, site $i$ holds $s_j=-s_i$ and site $j$ holds $s_i=-s_j$. Both signs have been reversed and nothing else has changed, so the exchange equals a flip at $i$ followed by a flip at $j$. The second flip starts from $s^{(i)}$ and must use the updated local energy:

$$\Delta E_{\text{exchange}}=-2e_i(s)-2e_j(s^{(i)})=-2e_i(s)-2\left[e_j(s)-2e_{ij}(s)\right].$$

Expanding the bracket gives $-2(e_i+e_j)+4e_{ij}$.

## The definitions and proofs in Lean

```lean
import Mathlib

open Finset

namespace AlloyClusterMonteCarlo

noncomputable section

variable {ι : Type*} [DecidableEq ι]

/-- The product of the site variables over a cluster; in a binary alloy each
variable is `1` or `-1` according to the species on the site. -/
def clusterProd (s : ι → ℝ) (c : Finset ι) : ℝ := ∏ j ∈ c, s j

/-- The cluster-expansion energy with clusters `C` and couplings `J`. -/
def energy (C : Finset (Finset ι)) (J : Finset ι → ℝ) (s : ι → ℝ) : ℝ :=
  ∑ c ∈ C, J c * clusterProd s c

/-- The local energy of site `i`: the sum of all cluster terms containing `i`. -/
def localEnergy (C : Finset (Finset ι)) (J : Finset ι → ℝ) (s : ι → ℝ) (i : ι) : ℝ :=
  ∑ c ∈ C with i ∈ c, J c * clusterProd s c

/-- The shared energy of sites `i` and `j`: the sum of all cluster terms
containing both. -/
def sharedEnergy (C : Finset (Finset ι)) (J : Finset ι → ℝ) (s : ι → ℝ) (i j : ι) : ℝ :=
  ∑ c ∈ C with i ∈ c ∧ j ∈ c, J c * clusterProd s c

/-- The configuration with the variable on site `i` reversed. -/
def flipSite (s : ι → ℝ) (i : ι) : ι → ℝ := Function.update s i (-s i)

/-- The configuration with the occupants of sites `i` and `j` exchanged. -/
def exchange (s : ι → ℝ) (i j : ι) : ι → ℝ := fun k => s (Equiv.swap i j k)

/-- A flip at site `i` reverses the sign of the products of clusters containing `i`
and leaves all other cluster products unchanged. -/
theorem clusterProd_flipSite (s : ι → ℝ) (i : ι) (c : Finset ι) :
    clusterProd (flipSite s i) c =
      if i ∈ c then -clusterProd s c else clusterProd s c := by
  unfold clusterProd
  split_ifs with h
  · -- separate the factor of the flipped site from the rest of the cluster
    have hrest : ∏ j ∈ c.erase i, flipSite s i j = ∏ j ∈ c.erase i, s j := by
      refine Finset.prod_congr rfl fun j hj => ?_
      exact Function.update_of_ne (Finset.ne_of_mem_erase hj) _ _
    have hi : flipSite s i i = -s i := by simp [flipSite]
    rw [← Finset.mul_prod_erase c (flipSite s i) h, ← Finset.mul_prod_erase c s h,
      hrest, hi, neg_mul]
  · refine Finset.prod_congr rfl fun j hj => ?_
    have hji : j ≠ i := fun e => h (e ▸ hj)
    exact Function.update_of_ne hji _ _

/-- Flipping site `i` changes the total energy by minus twice the local energy that the site had
before the flip. -/
theorem energy_flipSite_sub (C : Finset (Finset ι)) (J : Finset ι → ℝ)
    (s : ι → ℝ) (i : ι) :
    energy C J (flipSite s i) - energy C J s = -2 * localEnergy C J s i := by
  unfold energy localEnergy
  rw [Finset.sum_filter, Finset.mul_sum, ← Finset.sum_sub_distrib]
  refine Finset.sum_congr rfl fun c _ => ?_
  rw [clusterProd_flipSite]
  split_ifs <;> ring

/-- The sum of the local energies over all sites counts each cluster term as many
times as the cluster has sites. -/
theorem sum_localEnergy [Fintype ι] (C : Finset (Finset ι)) (J : Finset ι → ℝ)
    (s : ι → ℝ) :
    ∑ i, localEnergy C J s i = ∑ c ∈ C, (c.card : ℝ) * (J c * clusterProd s c) := by
  simp only [localEnergy, Finset.sum_filter]
  -- sum over the sites of each cluster first
  rw [Finset.sum_comm]
  refine Finset.sum_congr rfl fun c _ => ?_
  rw [Finset.sum_ite_mem, Finset.univ_inter, Finset.sum_const, nsmul_eq_mul]

/-- If every cluster has `k` sites, the local energies add up to `k` times the
total energy. -/
theorem sum_localEnergy_of_card_eq [Fintype ι] (C : Finset (Finset ι))
    (J : Finset ι → ℝ) (s : ι → ℝ) (k : ℕ) (hk : ∀ c ∈ C, c.card = k) :
    ∑ i, localEnergy C J s i = k * energy C J s := by
  rw [sum_localEnergy, energy, Finset.mul_sum]
  refine Finset.sum_congr rfl fun c hc => ?_
  rw [hk c hc]

/-- No single flip lowers the energy exactly when no site has a positive local
energy. -/
theorem flip_stable_iff (C : Finset (Finset ι)) (J : Finset ι → ℝ) (s : ι → ℝ) :
    (∀ i, energy C J s ≤ energy C J (flipSite s i)) ↔
      ∀ i, localEnergy C J s i ≤ 0 := by
  refine forall_congr' fun i => ?_
  have h := energy_flipSite_sub C J s i
  constructor <;> intro h' <;> linarith

/-- After a flip at site `i`, the local energy of site `j` has changed by minus twice the shared
energy that the two sites had before the flip. -/
theorem localEnergy_flipSite (C : Finset (Finset ι)) (J : Finset ι → ℝ)
    (s : ι → ℝ) (i j : ι) :
    localEnergy C J (flipSite s i) j =
      localEnergy C J s j - 2 * sharedEnergy C J s i j := by
  unfold localEnergy sharedEnergy
  simp only [Finset.sum_filter]
  rw [Finset.mul_sum, ← Finset.sum_sub_distrib]
  refine Finset.sum_congr rfl fun c _ => ?_
  rw [clusterProd_flipSite]
  split_ifs <;> first | ring1 | tauto

/-- Exchanging two sites with opposite variables is the same as flipping both. -/
theorem exchange_eq_flip_flip (s : ι → ℝ) (i j : ι) (h : s j = -s i) :
    exchange s i j = flipSite (flipSite s i) j := by
  funext k
  by_cases hj : k = j
  · rw [hj]
    by_cases hi : j = i
    · simp [exchange, flipSite, hi]
    · simp [exchange, flipSite, hi, h]
  · by_cases hi : k = i
    · have hij : i ≠ j := fun e => hj (hi.trans e)
      rw [hi]
      simp [exchange, flipSite, hij, h]
    · simp [exchange, flipSite, hj, hi, Equiv.swap_apply_of_ne_of_ne hi hj]

/-- If the variables on sites `i` and `j` are opposite, exchanging them changes the energy by minus
twice the sum of the two local energies plus four times the shared energy, all taken before the
exchange. -/
theorem energy_exchange_sub (C : Finset (Finset ι)) (J : Finset ι → ℝ)
    (s : ι → ℝ) (i j : ι) (h : s j = -s i) :
    energy C J (exchange s i j) - energy C J s =
      -2 * (localEnergy C J s i + localEnergy C J s j)
        + 4 * sharedEnergy C J s i j := by
  rw [exchange_eq_flip_flip s i j h]
  -- the second flip sees the local energy already updated by the first
  have h1 := energy_flipSite_sub C J s i
  have h2 := energy_flipSite_sub C J (flipSite s i) j
  rw [localEnergy_flipSite] at h2
  linarith

end

end AlloyClusterMonteCarlo
```

```lean
#print axioms AlloyClusterMonteCarlo.sum_localEnergy_of_card_eq
#print axioms AlloyClusterMonteCarlo.flip_stable_iff
#print axioms AlloyClusterMonteCarlo.localEnergy_flipSite
#print axioms AlloyClusterMonteCarlo.energy_exchange_sub
```

```
'AlloyClusterMonteCarlo.sum_localEnergy_of_card_eq' depends on axioms: [propext, Classical.choice, Quot.sound]
'AlloyClusterMonteCarlo.flip_stable_iff' depends on axioms: [propext, Classical.choice, Quot.sound]
'AlloyClusterMonteCarlo.localEnergy_flipSite' depends on axioms: [propext, Classical.choice, Quot.sound]
'AlloyClusterMonteCarlo.energy_exchange_sub' depends on axioms: [propext, Classical.choice, Quot.sound]
```

## How the Lean objects correspond to the alloy

The type `ι` is the set of sites. A configuration is a function `s : ι → ℝ`, a cluster is a `Finset ι`, and the model is given by a finite set `C` of clusters with a coupling function `J`. The definitions `clusterProd`, `energy`, `localEnergy` and `sharedEnergy` are $P_c$, $E$, $e_i$ and $e_{ij}$. A flip, `flipSite s i`, replaces the value at `i` by its negative. The move `exchange s i j` reads the old configuration through the permutation that swaps `i` and `j`.

The site variables are arbitrary real numbers, and the binary alloy is the case in which each is $1$ or $-1$. Nothing in the derivation uses $s_i^2=1$; only the change of sign enters. The condition that the exchanged atoms are unlike appears as the hypothesis `h : s j = -s i`. For values $\pm1$ this says that the species differ, and it also forces the two sites to be distinct.

Only `sum_localEnergy` and `sum_localEnergy_of_card_eq` assume finitely many sites, because only they sum over all of them. The remaining theorems allow an infinite lattice, provided that the set of clusters is finite. An empty cluster is permitted. It adds a constant to the energy, belongs to no local energy and is counted zero times in the sum rule.

## How the proofs follow the derivation

`clusterProd_flipSite` treats the two cases of the cluster product. When the site belongs to the cluster, `Finset.mul_prod_erase` separates its factor from the rest, which is the separation made by hand. When it does not, the products agree factor by factor.

`energy_flipSite_sub` writes the local energy as a sum over all clusters with a membership condition, so that both sides can be compared one cluster at a time. The result for a single product is inserted, and `ring` finishes each case. `flip_stable_iff` then reads off the sign of the energy difference at each site.

In `sum_localEnergy`, the step `Finset.sum_comm` interchanges the sums over sites and clusters. What remains for each cluster is a constant summed over its own sites, which gives the factor `c.card`. The version for clusters of equal size replaces this factor by `k`.

`localEnergy_flipSite` again compares cluster by cluster, now according to whether the cluster contains `i`, `j`, both or neither. The algebra is settled by `ring1`, and `tauto` removes contradictory combinations of membership conditions.

`exchange_eq_flip_flip` checks that the two configurations agree on site `j`, on site `i` and on every other site. `energy_exchange_sub` applies the flip identity twice, first to `s` and then to `flipSite s i`, and rewrites the second local energy by the update rule. The call to `linarith` collects the terms, including the $+4e_{ij}$.

## What a simulation code still has to get right

The theorems concern exact real numbers and a given list of clusters. They fix the formulas that a code should implement, but they say nothing about the implementation itself. Rounding errors can accumulate in a running total or in stored local energies, so an occasional full recomputation remains sensible. A neighbour table that omits a cluster can give wrong differences even when the formula is right.

Small periodic cells need particular care. Because a cluster is a set, a site occurs in it at most once, and each set has one coupling. Clusters that are not periodic images of each other can fold onto the same set of sites, and their couplings must then be added: on a ring of two sites, the bonds to the left and to the right neighbour join the same pair. In a cell no longer than the interaction range, a cluster can also wrap around and meet the same site twice. For variables $\pm1$ the two equal factors multiply to $1$, so both should be removed and the coupling added to that of the reduced cluster. A code that still counts such a term in the local energy of the repeated site will predict a change where there is none.

The model has one two-valued variable per site. Alloys with three or more species need other site functions, for which a change of species is generally not a change of sign. The couplings are taken as given and independent of the configuration; how well they represent a real alloy depends on how they were fitted. The theorems also do not address the sampling: detailed balance, equilibration and statistical error depend on how moves are proposed and accepted, and the energy difference is only one ingredient.
